# An exactly empty or exactly full orbital in pure Hartree–Fock–Bogoliubov states on an odd number of orbitals

## Question

Let $c_1,\dots,c_n$ annihilate fermions in an orthonormal set of $n$ single-particle orbitals. For a Hartree–Fock–Bogoliubov (HFB) state, define the density matrix and the pairing tensor by

$$\rho_{ij}=\langle c_j^\dagger c_i\rangle,\qquad \kappa_{ij}=\langle c_j c_i\rangle .$$

Anticommutation gives $\kappa^T=-\kappa$, and purity of the state gives $\rho-\rho^2=\kappa\kappa^\dagger$. Here $T$ is the transpose and $\dagger$ the conjugate transpose.

I believe that for odd $n$ these two relations force $\det\rho\,\det(1-\rho)=0$, so that at least one canonical orbital, meaning an eigenvector of $\rho$, has occupation exactly 0 or exactly 1. Can this be stated and proved in Lean 4 with Mathlib? I would also like to know whether that orbital takes any part in pairing.

## Answer

Yes, and the orbital takes no part in pairing: $\kappa^\dagger$ annihilates it. For a pure HFB state on a finite, odd-dimensional single-particle space, pairing therefore cannot give every canonical orbital a fractional occupation.

### Modelling choices

The orbitals are labelled by an arbitrary finite type `n`, and the dimension is `Fintype.card n`. Both `ρ` and `κ` have type `Matrix n n ℂ`, and an orbital is a coefficient vector `v : n → ℂ`. In the notation of the file, `κᵀ` is the transpose, `κᴴ` the conjugate transpose, and `ρ *ᵥ v` the matrix acting on the vector.

The physics enters through three hypotheses:

- `hκ : κᵀ = -κ` is the antisymmetry of the pairing tensor.
- `h : ρ - ρ * ρ = κ * κᴴ` is the purity relation. It is the upper left block of $\mathcal R^2=\mathcal R$ for the generalised density matrix
$$\mathcal R=\begin{pmatrix}\rho&\kappa\\-\kappa^*&1-\rho^*\end{pmatrix}.$$
That block reads $\rho^2-\kappa\kappa^*=\rho$, and antisymmetry turns $-\kappa^*$ into $\kappa^\dagger$. The file assumes the relation; it does not construct $\mathcal R$ or a many-body state.
- `hn : Odd (Fintype.card n)` says that the number of orbitals is odd. It says nothing about the number of particles.

The predicate `IsBlocked ρ v` means that $v\neq0$ and either $\rho v=0$ (empty) or $\rho v=v$ (full). The vector need not be normalised; dividing by its norm gives a normalised orbital with the same property. Hermiticity of $\rho$ is not assumed, because the proof does not use it. For a physical $\rho$, which is Hermitian, a blocked $v$ is a canonical orbital with occupation 0 or 1.

### Derivation by hand

**The pairing tensor is singular.** A determinant is unchanged by transposition, and a factor $-1$ comes out once for each of the $n$ rows. For odd $n$,

$$\det\kappa=\det\kappa^T=\det(-\kappa)=(-1)^n\det\kappa=-\det\kappa,$$

so $\det\kappa=0$.

**The determinants are linked in any dimension.** Since $\rho-\rho^2=\rho(1-\rho)$,

$$\det\rho\,\det(1-\rho)=\det(\kappa\kappa^\dagger)=\det\kappa\,(\det\kappa)^*=|\det\kappa|^2 .$$

For odd $n$ the right-hand side is zero, which is the determinant claim.

**A zero determinant gives an orbital.** A square matrix has determinant zero exactly when it annihilates some nonzero vector. If $\det\rho=0$, there is a $v\neq0$ with $\rho v=0$. If $\det(1-\rho)=0$, there is a $v\neq0$ with $(1-\rho)v=0$, that is, $\rho v=v$. Conversely, an empty orbital makes $\det\rho$ vanish and a full one makes $\det(1-\rho)$ vanish. Combined with the previous identity, this shows that in any dimension a blocked orbital exists if and only if $\det\kappa=0$.

**The blocked orbital is unpaired.** Apply the purity relation to $v$:

$$\kappa\kappa^\dagger v=\rho v-\rho(\rho v).$$

If $\rho v=0$, the right-hand side is $0-0$. If $\rho v=v$, it is $v-v$. Either way $\kappa\kappa^\dagger v=0$, and multiplying by $v^\dagger$ from the left gives

$$0=v^\dagger\kappa\kappa^\dagger v=\lVert\kappa^\dagger v\rVert^2 ,$$

so $\kappa^\dagger v=0$. In an orthonormal orbital basis that contains the normalised $v$, the elements of the pairing tensor between $v$ and any orbital $x$ are $v^\dagger\kappa x^*=(\kappa^\dagger v)^\dagger x^*=0$.

**An example in dimension three.** Take real amplitudes with $u^2+w^2=1$, a pair in the first two orbitals and a particle in the third:

$$\rho=\begin{pmatrix}w^2&0&0\\0&w^2&0\\0&0&1\end{pmatrix},\qquad
\kappa=\begin{pmatrix}0&uw&0\\-uw&0&0\\0&0&0\end{pmatrix}.$$

The first two diagonal entries of $\rho-\rho^2$ are $w^2(1-w^2)=u^2w^2$ and the third is 0. The product $\kappa\kappa^\dagger$ is the same diagonal matrix. The third orbital is full and unpaired.

### The Lean file

```lean
import Mathlib

open Matrix
open scoped ComplexOrder

namespace HFBOddDimension

noncomputable section

variable {n : Type*} [Fintype n] [DecidableEq n]

/-- A nonzero orbital `v` is blocked when it is an eigenvector of the density matrix `ρ`
with eigenvalue zero or one. -/
def IsBlocked (ρ : Matrix n n ℂ) (v : n → ℂ) : Prop :=
  v ≠ 0 ∧ (ρ *ᵥ v = 0 ∨ ρ *ᵥ v = v)

/-- An antisymmetric pairing tensor in odd dimension has zero determinant. -/
theorem det_pairing_eq_zero (κ : Matrix n n ℂ) (hκ : κᵀ = -κ)
    (hn : Odd (Fintype.card n)) : κ.det = 0 := by
  -- transposition keeps the determinant, the sign flips it an odd number of times
  have h1 : κ.det = -κ.det := by
    calc κ.det = κᵀ.det := (Matrix.det_transpose κ).symm
      _ = (-κ).det := by rw [hκ]
      _ = -κ.det := by rw [Matrix.det_neg, hn.neg_one_pow, neg_one_mul]
  linear_combination (1 / 2 : ℂ) * h1

/-- Under the purity relation, in any dimension, the determinants of `ρ` and `1 - ρ` multiply
to the squared modulus of the determinant of the pairing tensor. -/
theorem det_mul_det_hole (ρ κ : Matrix n n ℂ) (h : ρ - ρ * ρ = κ * κᴴ) :
    ρ.det * (1 - ρ).det = ((‖κ.det‖ ^ 2 : ℝ) : ℂ) := by
  rw [← Matrix.det_mul, mul_sub, mul_one, h, Matrix.det_mul, Matrix.det_conjTranspose,
    ← Complex.normSq_eq_norm_sq]
  exact Complex.mul_conj _

/-- Under the purity relation, in any dimension, a blocked orbital exists exactly when the
pairing tensor is singular. -/
theorem exists_blocked_iff (ρ κ : Matrix n n ℂ) (h : ρ - ρ * ρ = κ * κᴴ) :
    (∃ v, IsBlocked ρ v) ↔ κ.det = 0 := by
  have hdet := det_mul_det_hole ρ κ h
  constructor
  · rintro ⟨v, hv, h0 | h1⟩
    · have hd : ρ.det = 0 := Matrix.exists_mulVec_eq_zero_iff.mp ⟨v, hv, h0⟩
      rw [hd, zero_mul] at hdet
      have h2 : ‖κ.det‖ ^ 2 = 0 := by exact_mod_cast hdet.symm
      exact norm_eq_zero.mp (pow_eq_zero_iff two_ne_zero |>.mp h2)
    · have hd : (1 - ρ).det = 0 := Matrix.exists_mulVec_eq_zero_iff.mp
        ⟨v, hv, by rw [Matrix.sub_mulVec, Matrix.one_mulVec, h1, sub_self]⟩
      rw [hd, mul_zero] at hdet
      have h2 : ‖κ.det‖ ^ 2 = 0 := by exact_mod_cast hdet.symm
      exact norm_eq_zero.mp (pow_eq_zero_iff two_ne_zero |>.mp h2)
  · intro hk
    have hz : ρ.det * (1 - ρ).det = 0 := by rw [hdet, hk]; simp
    -- a vanishing determinant supplies a null vector of `ρ` or of `1 - ρ`
    rcases mul_eq_zero.mp hz with hd | hd
    · obtain ⟨v, hv, h0⟩ := Matrix.exists_mulVec_eq_zero_iff.mpr hd
      exact ⟨v, hv, Or.inl h0⟩
    · obtain ⟨v, hv, h0⟩ := Matrix.exists_mulVec_eq_zero_iff.mpr hd
      rw [Matrix.sub_mulVec, Matrix.one_mulVec] at h0
      exact ⟨v, hv, Or.inr (sub_eq_zero.mp h0).symm⟩

omit [DecidableEq n] in
/-- Under the purity relation, the adjoint of the pairing tensor annihilates every blocked
orbital. -/
theorem blocked_unpaired (ρ κ : Matrix n n ℂ) (h : ρ - ρ * ρ = κ * κᴴ)
    (v : n → ℂ) (hv : IsBlocked ρ v) : κᴴ *ᵥ v = 0 := by
  have h0 : (κ * κᴴ) *ᵥ v = 0 := by
    rw [← h, Matrix.sub_mulVec, ← Matrix.mulVec_mulVec]
    rcases hv.2 with h1 | h1 <;> simp [h1]
  exact (Matrix.self_mul_conjTranspose_mulVec_eq_zero κ v).mp h0

/-- In odd dimension, antisymmetry of `κ` and the purity relation make the determinants of
`ρ` and `1 - ρ` have product zero. -/
theorem det_mul_det_hole_eq_zero (ρ κ : Matrix n n ℂ) (hκ : κᵀ = -κ)
    (h : ρ - ρ * ρ = κ * κᴴ) (hn : Odd (Fintype.card n)) :
    ρ.det * (1 - ρ).det = 0 := by
  rw [det_mul_det_hole ρ κ h, det_pairing_eq_zero κ hκ hn]
  simp

/-- In odd dimension, if `κ` is antisymmetric and the purity relation holds, there is a
blocked orbital that the adjoint of `κ` annihilates. -/
theorem exists_blocked_of_odd (ρ κ : Matrix n n ℂ) (hκ : κᵀ = -κ)
    (h : ρ - ρ * ρ = κ * κᴴ) (hn : Odd (Fintype.card n)) :
    ∃ v, IsBlocked ρ v ∧ κᴴ *ᵥ v = 0 := by
  obtain ⟨v, hv⟩ := (exists_blocked_iff ρ κ h).mpr (det_pairing_eq_zero κ hκ hn)
  exact ⟨v, hv, blocked_unpaired ρ κ h v hv⟩

/-- Density matrix of two paired orbitals with occupation `w ^ 2` and one full orbital. -/
def oddDensity (w : ℝ) : Matrix (Fin 3) (Fin 3) ℂ :=
  !![(w : ℂ) ^ 2, 0, 0; 0, (w : ℂ) ^ 2, 0; 0, 0, 1]

/-- Pairing tensor that couples the first two of three orbitals with amplitude `u * w`. -/
def oddPairing (u w : ℝ) : Matrix (Fin 3) (Fin 3) ℂ :=
  !![0, (u : ℂ) * w, 0; -((u : ℂ) * w), 0, 0; 0, 0, 0]

/-- If `u ^ 2 + w ^ 2 = 1`, the matrices `oddDensity w` and `oddPairing u w` satisfy
the hypotheses of `exists_blocked_of_odd`. -/
theorem exists_blocked_of_odd_witness (u w : ℝ) (huw : u ^ 2 + w ^ 2 = 1) :
    (oddPairing u w)ᵀ = -oddPairing u w ∧
    oddDensity w - oddDensity w * oddDensity w = oddPairing u w * (oddPairing u w)ᴴ ∧
    Odd (Fintype.card (Fin 3)) := by
  have hc : (u : ℂ) ^ 2 + (w : ℂ) ^ 2 = 1 := by exact_mod_cast huw
  refine ⟨?_, ?_, ⟨1, by simp⟩⟩
  · ext i j
    fin_cases i <;> fin_cases j <;> simp [oddPairing]
  · ext i j
    fin_cases i <;> fin_cases j <;>
      simp [oddDensity, oddPairing, Matrix.mul_apply, Fin.sum_univ_succ] <;>
      linear_combination (-(w : ℂ) ^ 2) * hc

/-- Density matrix with every orbital half occupied, on two copies of an orbital set. -/
def halfDensity (n : Type*) [DecidableEq n] : Matrix (n ⊕ n) (n ⊕ n) ℂ :=
  (1 / 2 : ℂ) • 1

/-- Pairing tensor that couples each orbital to its copy with amplitude one half. -/
def halfPairing (n : Type*) [DecidableEq n] : Matrix (n ⊕ n) (n ⊕ n) ℂ :=
  (1 / 2 : ℂ) • Matrix.fromBlocks 0 1 (-1) 0

/-- On two copies of any finite orbital set, `halfPairing` is antisymmetric and satisfies the
purity relation with `halfDensity`, and `halfDensity` has no blocked orbital. -/
theorem even_dimension_no_blocked :
    (halfPairing n)ᵀ = -halfPairing n ∧
    halfDensity n - halfDensity n * halfDensity n = halfPairing n * (halfPairing n)ᴴ ∧
    ∀ v, ¬ IsBlocked (halfDensity n) v := by
  refine ⟨?_, ?_, ?_⟩
  · have hJ : (Matrix.fromBlocks 0 1 (-1) 0 : Matrix (n ⊕ n) (n ⊕ n) ℂ)ᵀ
        = -Matrix.fromBlocks 0 1 (-1) 0 := by
      simp [Matrix.fromBlocks_transpose, Matrix.fromBlocks_neg]
    rw [halfPairing, Matrix.transpose_smul, hJ, smul_neg]
  · -- the block matrix is unitary, so both sides equal one quarter of the identity
    have hJ : (Matrix.fromBlocks 0 1 (-1) 0 : Matrix (n ⊕ n) (n ⊕ n) ℂ)
        * (Matrix.fromBlocks 0 1 (-1) 0)ᴴ = 1 := by
      simp [Matrix.fromBlocks_conjTranspose, Matrix.fromBlocks_multiply]
    have hs : star (1 / 2 : ℂ) = 1 / 2 := by simp
    rw [halfPairing, halfDensity, Matrix.conjTranspose_smul, hs]
    simp only [Matrix.smul_mul, Matrix.mul_smul, hJ, Matrix.mul_one]
    module
  · rintro v ⟨hv, hb⟩
    have e : halfDensity n *ᵥ v = (1 / 2 : ℂ) • v := by
      rw [halfDensity, Matrix.smul_mulVec, Matrix.one_mulVec]
    apply hv
    funext i
    change v i = 0
    rcases hb with h | h
    · have h2 : (1 / 2 : ℂ) * v i = 0 := congrFun (e.symm.trans h) i
      linear_combination 2 * h2
    · have h2 : (1 / 2 : ℂ) * v i = v i := congrFun (e.symm.trans h) i
      linear_combination (-2) * h2

end

end HFBOddDimension
```

```lean
#print axioms HFBOddDimension.det_mul_det_hole_eq_zero
-- 'HFBOddDimension.det_mul_det_hole_eq_zero' depends on axioms: [propext, Classical.choice, Quot.sound]
#print axioms HFBOddDimension.exists_blocked_of_odd
-- 'HFBOddDimension.exists_blocked_of_odd' depends on axioms: [propext, Classical.choice, Quot.sound]
#print axioms HFBOddDimension.even_dimension_no_blocked
-- 'HFBOddDimension.even_dimension_no_blocked' depends on axioms: [propext, Classical.choice, Quot.sound]
```

### How the proof follows the derivation

`det_pairing_eq_zero` is the sign argument. Its `calc` block follows the chain, taking the last two equalities in a single step, and `linear_combination` then solves $\det\kappa=-\det\kappa$ for the determinant.

`det_mul_det_hole` is the determinant identity. The rewriting merges the two determinants on the left into one, replaces $\rho-\rho^2$ by $\kappa\kappa^\dagger$, and splits the determinant again. `Complex.mul_conj` identifies $z z^*$ with the squared modulus. The right-hand side is a real number regarded as a complex one, which explains the type annotations in the statement.

`exists_blocked_iff` is the equivalence. From left to right, it treats the empty and full cases separately and concludes that $|\det\kappa|^2=0$. From right to left, `mul_eq_zero` says which of the two determinants vanishes, and the corresponding null vector is the blocked orbital.

`blocked_unpaired` first shows $\kappa\kappa^\dagger v=0$, with `rcases` separating the two occupations. The norm argument is the Mathlib lemma `Matrix.self_mul_conjTranspose_mulVec_eq_zero`. It relies on an ordering of the complex numbers that makes $zz^*$ nonnegative, and `open scoped ComplexOrder` supplies that ordering.

`det_mul_det_hole_eq_zero` and `exists_blocked_of_odd` assemble these results. The latter is the main theorem: for odd dimension there is a `v` with `IsBlocked ρ v` and `κᴴ *ᵥ v = 0`. It does not say whether that orbital is empty or full, nor how many such orbitals there are.

`exists_blocked_of_odd_witness` checks the three-orbital example against all three hypotheses, entry by entry; the normalisation of $u$ and $w$ enters in the final `linear_combination`.

`even_dimension_no_blocked` works on `n ⊕ n`, two copies of an orbital set. It first proves that the block matrix in `halfPairing` is antisymmetric and unitary, which gives both matrix relations. It then compares the coordinates of $\tfrac12v$ with those of $0$ or $v$; in both cases $v=0$, so no orbital is blocked.

### What fails without each hypothesis

**Odd dimension.** With two orbitals, take

$$\rho=\tfrac12\begin{pmatrix}1&0\\0&1\end{pmatrix},\qquad \kappa=\tfrac12\begin{pmatrix}0&1\\-1&0\end{pmatrix}.$$

Both matrix relations hold, since $\rho-\rho^2$ and $\kappa\kappa^\dagger$ both equal a quarter of the identity. Yet every orbital has occupation one half. `even_dimension_no_blocked` gives such an example in every even dimension.

**Antisymmetry.** With one orbital, take the numbers $\rho=\kappa=\tfrac12$. The purity relation reads $\tfrac14=\tfrac14$, but the occupation is one half. Antisymmetry would have forced $\kappa=0$.

**Purity.** With one orbital, take $\rho=\tfrac12$ and $\kappa=0$. This describes a thermal mixture of the empty and the occupied state, with $\rho-\rho^2=\tfrac14\neq0$. The theorem therefore does not carry over to finite-temperature HFB, where $\mathcal R^2=\mathcal R$ generally fails.

### Odd dimension is not odd particle number

In the three-orbital example the state has odd number parity. Emptying the third orbital instead gives $\rho=\mathrm{diag}(w^2,w^2,0)$ with the same $\kappa$, and the state then has even number parity. The dimension is odd in both cases, and in both the third orbital is blocked.

A complete set of spin-½ orbitals, with both spin states for each spatial function, has even dimension, so the odd-dimensional theorem does not apply to it as a whole. It does apply to spinless or fully spin-polarised fermions on an odd number of lattice sites with one orbital per site. For even dimension, `exists_blocked_iff` still decides the question through $\det\kappa$.

### In a calculation

With the Bogoliubov matrices $U$ and $V$ in the convention $\rho=V^*V^T$, unitarity of the transformation gives $1-\rho=UU^\dagger$. The determinant statement then says that in odd dimension at least one of $U$ and $V$ is singular. This matters for code that writes the state in Thouless form relative to the bare vacuum, because that form needs $U^{-1}$. If the blocked orbital is full, $U$ has no inverse, and a different reference state is needed.

The result also provides a test for an HFB program. For a pure HFB state of spinless fermions on three sites with one orbital each, diagonalise $\rho$ and check that some eigenvalue is 0 or 1 to within rounding. The eigenvalues are a better diagnostic than the determinant, which can be tiny in a large system merely because it is a product of many numbers below one.

### A Mathlib lemma worth reusing

`Matrix.exists_mulVec_eq_zero_iff` translates between a vanishing determinant and a nonzero null vector, in either direction. Applied to `1 - ρ`, it yields an eigenvector with eigenvalue 1 without diagonalisation or the spectral theorem, and so without Hermiticity. The same approach works for any known eigenvalue $\lambda$: show that $\det(\lambda 1-A)=0$, extract the null vector, and rearrange with `Matrix.sub_mulVec`.
